# The 2s–2p radial dipole −3√3/Z and two-sided bounds on the Stark shift in a two-level model with a Lamb gap

Take two levels at energies 3 and 0 and couple them by 2. The matrix $\begin{pmatrix}3&2\\2&0\end{pmatrix}$ has eigenvalues 4 and −1, so the upper level has moved up by 1. Second-order perturbation theory gives $2^2/3=4/3$, which is a third too much.

I want to apply this to 2s1/2 and 2p1/2 of a hydrogenic ion, separated by a Lamb gap $L>0$ and mixed by a static field $F$. In atomic units and for nuclear charge $Z$, I find a radial dipole of $-3\sqrt3/Z$ and a coupling $d=\sqrt3F/Z$. Within this two-level model, I believe the upper level shifts by at most $d^2/L$, and by at least $d^2/L-d^4/L^3$. Can this be proved rigorously and checked by machine, starting from the integrals themselves?

## From the radial integral to the level shift

Yes. In atomic units the reduced radial functions are

$$P_{2s}=\sqrt{\tfrac{Z^3}{8}}\,r(2-Zr)e^{-Zr/2},\qquad P_{2p}=\sqrt{\tfrac{Z^5}{24}}\,r^2e^{-Zr/2}.$$

Every radial integral follows from $\int_0^\infty r^n e^{-Zr}\,dr=n!/Z^{n+1}$. The norms are

$$\int_0^\infty P_{2s}^2\,dr=\frac{Z^3}{8}\cdot\frac{8-24+24}{Z^3}=1,\qquad \int_0^\infty P_{2p}^2\,dr=\frac{Z^5}{24}\cdot\frac{24}{Z^5}=1.$$

In the dipole integral the prefactors multiply to $Z^4\sqrt3/24$, so

$$\int_0^\infty r\,P_{2s}P_{2p}\,dr=\frac{Z^4\sqrt3}{24}\left(\frac{48}{Z^5}-\frac{120}{Z^5}\right)=-\frac{3\sqrt3}{Z}.$$

For the angular part take $m=1/2$ and $u=\cos\theta$. The 2s1/2 state is pure spin-up, so only the spin-up part of 2p1/2 contributes, with Clebsch–Gordan coefficient $-\sqrt{1/3}$:

$$\int_{-1}^{1}\sqrt{\tfrac12}\,u\left(-\sqrt{\tfrac13}\sqrt{\tfrac32}\,u\right)du=-\frac12\cdot\frac23=-\frac13.$$

The two signs cancel in the product, and $d=F\cdot(-\tfrac13)\cdot(-3\sqrt3/Z)=\sqrt3F/Z$. The signs of the radial and angular factors depend on phase conventions, but the levels depend only on $d^2$.

The eigenvalues $\mu$ of $\begin{pmatrix}L&d\\d&0\end{pmatrix}$ satisfy $\mu(\mu-L)=d^2$. The larger one is $\mu=\tfrac12\left(L+\sqrt{L^2+4d^2}\right)\ge L$. Write $\delta=\mu-L\ge0$. Then $L\delta+\delta^2=d^2$, that is,

$$\delta=\frac{d^2}{L}-\frac{\delta^2}{L}.$$

Dropping the last term gives $\delta\le d^2/L$. Hence $\delta^2\le d^4/L^2$, and putting this back gives $\delta\ge d^2/L-d^4/L^3$. In the numerical example this reads $20/27\le1\le4/3$.

For strong fields other bounds are sharper. Since $L\delta\ge0$, we have $\delta^2\le d^2$ and so $\delta\le|d|$. Since $(\mu-L/2)^2=d^2+L^2/4\ge d^2$, we also have $\delta\ge|d|-L/2$.

**Why the sign of the gap matters.** Take $L=-3$ and $d=2$. The eigenvalues are 1 and −4, so the upper level lies $4$ above $L$, while $d^2/L=-4/3$. The upper bound fails because the upper level now grows out of the state at energy 0.

## What the Lean statements say about the atom

- `P2s` and `P2p` are the functions above. `radialDipole` is the integral over `Ioi 0`, the half-line $r>0$.
- `angularFactor` is the integral over $u$. The azimuthal integration and the Clebsch–Gordan coefficient are already built into its definition.
- `coupling Z F` is the product of field, angular factor and radial dipole. The sign fits an electron of charge −1 with interaction energy $+Fz$.
- `starkMatrix L d` has 2s1/2 as index 0, at energy $L$, and 2p1/2 as index 1, at energy 0.
- `levels L d` is the set of real $\mu$ that have a non-zero real eigenvector. The hypothesis `IsGreatest (levels L (coupling Z F)) μ` says that $\mu$ is the upper level, and `isGreatest_levels` shows that there always is one.

The main theorem, `quadratic_stark_shift`, assumes $Z>0$ and $L>0$, with any real $F$. Its companion `linear_stark_shift` also allows $L=0$, where its two bounds meet at $\delta=|d|$.

The gap $L$ is a free parameter. It stands for the Lamb shift, a radiative effect that lifts the Dirac–Coulomb degeneracy of 2s1/2 and 2p1/2 for a point nucleus, and it is assumed here, not computed. The radial functions are non-relativistic, and they enter by formula, not as solutions of a radial equation. The model leaves out 2p3/2, all other shells, hyperfine structure and the decay width of 2p. In hydrogen 2p3/2 lies above 2s1/2 and pushes it down, so the lower bound need not hold for the real atom.

Within this two-level model, a Dirac–Coulomb treatment without radiative corrections has $L=0$ and responds linearly to any weak field, whereas a positive gap makes the weak-field response quadratic.

```lean
import Mathlib

open MeasureTheory Set Matrix

namespace LambStark

noncomputable section

/-- Reduced radial function `r R(r)` of the hydrogenic 2s state, in atomic units,
for nuclear charge `Z > 0`. -/
def P2s (Z r : ℝ) : ℝ := √(Z ^ 3 / 8) * r * (2 - Z * r) * Real.exp (-(Z * r / 2))

/-- Reduced radial function `r R(r)` of the hydrogenic 2p state, in atomic units,
for nuclear charge `Z > 0`. -/
def P2p (Z r : ℝ) : ℝ := √(Z ^ 5 / 24) * r ^ 2 * Real.exp (-(Z * r / 2))

/-- The radial dipole integral between 2s and 2p. -/
def radialDipole (Z : ℝ) : ℝ := ∫ r in Ioi (0 : ℝ), r * P2s Z r * P2p Z r

/-- The matrix element of `u = cos θ` between 2s1/2 and 2p1/2 with `m = 1/2`, after the
azimuthal integration: the spin-up part of 2p1/2 carries the coefficient `-√(1/3)`. -/
def angularFactor : ℝ :=
  ∫ u in (-1 : ℝ)..1, √(1 / 2) * u * (-√(1 / 3) * (√(3 / 2) * u))

/-- The coupling of 2s1/2 and 2p1/2 with `m = 1/2` by a static field `F` along the axis, for nuclear
charge `Z > 0`. -/
def coupling (Z F : ℝ) : ℝ := F * angularFactor * radialDipole Z

/-- The Hamiltonian of two levels with energies `L` and `0` and coupling `d`. -/
def starkMatrix (L d : ℝ) : Matrix (Fin 2) (Fin 2) ℝ := !![L, d; d, 0]

/-- The energy levels: all eigenvalues of the two-level Hamiltonian. -/
def levels (L d : ℝ) : Set ℝ :=
  {μ | ∃ v : Fin 2 → ℝ, v ≠ 0 ∧ starkMatrix L d *ᵥ v = μ • v}

/-- Radial integrals of a polynomial with powers two to five times the squared
exponential of the `n = 2` shell, for `Z > 0`. -/
theorem integral_poly_exp {Z : ℝ} (hZ : 0 < Z) (a b c d : ℝ) :
    ∫ r in Ioi (0 : ℝ), (a * r ^ 2 + b * r ^ 3 + c * r ^ 4 + d * r ^ 5) *
      Real.exp (-(Z * r / 2)) ^ 2 =
    2 * a / Z ^ 3 + 6 * b / Z ^ 4 + 24 * c / Z ^ 5 + 120 * d / Z ^ 6 := by
  -- each power is a Gamma integral
  have M : ∀ n : ℕ, ∫ r in Ioi (0 : ℝ), r ^ n * Real.exp (-(Z * r)) =
      (Nat.factorial n : ℝ) / Z ^ (n + 1) := by
    intro n
    have h := Real.integral_rpow_mul_exp_neg_mul_Ioi (a := (n : ℝ) + 1) (r := Z)
      (by positivity) hZ
    rw [Real.Gamma_nat_eq_factorial] at h
    simp only [add_sub_cancel_right, Real.rpow_natCast] at h
    rw [h, show (n : ℝ) + 1 = ((n + 1 : ℕ) : ℝ) by push_cast; ring,
      Real.rpow_natCast, one_div, inv_pow, div_eq_mul_inv, mul_comm]
  have I : ∀ n : ℕ, Integrable (fun r : ℝ => r ^ n * Real.exp (-(Z * r)))
      (volume.restrict (Ioi 0)) := by
    intro n
    by_contra h
    have h0 := integral_undef h
    rw [M n] at h0
    have h1 : 0 < (Nat.factorial n : ℝ) / Z ^ (n + 1) := by positivity
    linarith
  have e : ∀ r : ℝ, (a * r ^ 2 + b * r ^ 3 + c * r ^ 4 + d * r ^ 5) *
      Real.exp (-(Z * r / 2)) ^ 2 =
      a * (r ^ 2 * Real.exp (-(Z * r))) + b * (r ^ 3 * Real.exp (-(Z * r))) +
      c * (r ^ 4 * Real.exp (-(Z * r))) + d * (r ^ 5 * Real.exp (-(Z * r))) := by
    intro r
    have h : Real.exp (-(Z * r / 2)) ^ 2 = Real.exp (-(Z * r)) := by
      rw [sq, ← Real.exp_add]
      congr 1
      ring
    rw [h]
    ring
  have J1 : Integrable (fun r : ℝ => a * (r ^ 2 * Real.exp (-(Z * r))) +
      b * (r ^ 3 * Real.exp (-(Z * r)))) (volume.restrict (Ioi 0)) :=
    ((I 2).const_mul a).add ((I 3).const_mul b)
  have J2 : Integrable (fun r : ℝ => a * (r ^ 2 * Real.exp (-(Z * r))) +
      b * (r ^ 3 * Real.exp (-(Z * r))) + c * (r ^ 4 * Real.exp (-(Z * r))))
      (volume.restrict (Ioi 0)) := J1.add ((I 4).const_mul c)
  simp only [e]
  rw [integral_add J2 ((I 5).const_mul d), integral_add J1 ((I 4).const_mul c),
    integral_add ((I 2).const_mul a) ((I 3).const_mul b)]
  simp only [integral_const_mul, M]
  rw [show Nat.factorial 2 = 2 from rfl, show Nat.factorial 3 = 6 from rfl,
    show Nat.factorial 4 = 24 from rfl, show Nat.factorial 5 = 120 from rfl]
  push_cast
  ring

/-- For `Z > 0` the 2s and 2p radial functions are normalized. -/
theorem radial_normalized {Z : ℝ} (hZ : 0 < Z) :
    ∫ r in Ioi (0 : ℝ), P2s Z r ^ 2 = 1 ∧ ∫ r in Ioi (0 : ℝ), P2p Z r ^ 2 = 1 := by
  have hs : √(Z ^ 3 / 8) ^ 2 = Z ^ 3 / 8 := Real.sq_sqrt (by positivity)
  have hp : √(Z ^ 5 / 24) ^ 2 = Z ^ 5 / 24 := Real.sq_sqrt (by positivity)
  have es : ∀ r, P2s Z r ^ 2 = (Z ^ 3 / 2 * r ^ 2 + -(Z ^ 4 / 2) * r ^ 3 +
      Z ^ 5 / 8 * r ^ 4 + 0 * r ^ 5) * Real.exp (-(Z * r / 2)) ^ 2 := by
    intro r
    unfold P2s
    linear_combination (r ^ 2 * (2 - Z * r) ^ 2 * Real.exp (-(Z * r / 2)) ^ 2) * hs
  have ep : ∀ r, P2p Z r ^ 2 = (0 * r ^ 2 + 0 * r ^ 3 +
      Z ^ 5 / 24 * r ^ 4 + 0 * r ^ 5) * Real.exp (-(Z * r / 2)) ^ 2 := by
    intro r
    unfold P2p
    linear_combination (r ^ 4 * Real.exp (-(Z * r / 2)) ^ 2) * hp
  constructor
  · simp only [es]
    rw [integral_poly_exp hZ]
    field_simp
    ring
  · simp only [ep]
    rw [integral_poly_exp hZ]
    field_simp
    ring

/-- For `Z > 0` the radial dipole integral between 2s and 2p is `-3√3/Z`. -/
theorem radialDipole_eq {Z : ℝ} (hZ : 0 < Z) : radialDipole Z = -3 * √3 / Z := by
  have hs : √(Z ^ 3 / 8) * √(Z ^ 5 / 24) = Z ^ 4 / 24 * √3 := by
    rw [← Real.sqrt_mul (by positivity),
      show Z ^ 3 / 8 * (Z ^ 5 / 24) = (Z ^ 4 / 24) ^ 2 * 3 by ring,
      Real.sqrt_mul (by positivity), Real.sqrt_sq (by positivity)]
  have e : ∀ r, r * P2s Z r * P2p Z r = (0 * r ^ 2 + 0 * r ^ 3 +
      Z ^ 4 * √3 / 12 * r ^ 4 + -(Z ^ 5 * √3 / 24) * r ^ 5) *
      Real.exp (-(Z * r / 2)) ^ 2 := by
    intro r
    unfold P2s P2p
    linear_combination (r ^ 4 * (2 - Z * r) * Real.exp (-(Z * r / 2)) ^ 2) * hs
  unfold radialDipole
  simp only [e]
  rw [integral_poly_exp hZ]
  field_simp
  ring

/-- The angular factor between 2s1/2 and 2p1/2 with `m = 1/2` is `-1/3`. -/
theorem angularFactor_eq : angularFactor = -1 / 3 := by
  have h : √(1 / 2) * √(1 / 3) * √(3 / 2) = (1 / 2 : ℝ) := by
    rw [← Real.sqrt_mul (by norm_num), ← Real.sqrt_mul (by norm_num),
      show (1 / 2 * (1 / 3) * (3 / 2) : ℝ) = (1 / 2) ^ 2 by norm_num,
      Real.sqrt_sq (by norm_num)]
  have e : ∀ u : ℝ, √(1 / 2) * u * (-√(1 / 3) * (√(3 / 2) * u)) =
      (-1 / 2) * u ^ 2 := by
    intro u
    linear_combination (-u ^ 2) * h
  unfold angularFactor
  simp only [e]
  rw [intervalIntegral.integral_const_mul, integral_pow]
  norm_num

/-- For `Z > 0` the coupling of 2s1/2 and 2p1/2 with `m = 1/2` by a field `F` is `√3 F/Z`. -/
theorem coupling_eq {Z : ℝ} (hZ : 0 < Z) (F : ℝ) : coupling Z F = √3 * F / Z := by
  rw [coupling, angularFactor_eq, radialDipole_eq hZ]
  ring

/-- A number `μ` is an energy level exactly when it solves the secular equation
`μ (μ - L) = d²`. -/
theorem mem_levels_iff (L d μ : ℝ) : μ ∈ levels L d ↔ μ * (μ - L) = d ^ 2 := by
  constructor
  · rintro ⟨v, hv, h⟩
    have h0 : L * v 0 + d * v 1 = μ * v 0 := by
      simpa [starkMatrix, Matrix.mulVec, dotProduct, Fin.sum_univ_two] using congrFun h 0
    have h1 : d * v 0 = μ * v 1 := by
      simpa [starkMatrix, Matrix.mulVec, dotProduct, Fin.sum_univ_two] using congrFun h 1
    -- the secular polynomial annihilates both components
    have k0 : (μ * (μ - L) - d ^ 2) * v 0 = 0 := by
      linear_combination (-μ) * h0 - d * h1
    have k1 : (μ * (μ - L) - d ^ 2) * v 1 = 0 := by
      linear_combination (-(μ - L)) * h1 - d * h0
    by_contra hne
    have hne' := sub_ne_zero.mpr hne
    apply hv
    ext i
    fin_cases i
    · exact (mul_eq_zero.mp k0).resolve_left hne'
    · exact (mul_eq_zero.mp k1).resolve_left hne'
  · intro h
    rcases eq_or_ne μ 0 with rfl | hμ
    · have hd2 : d ^ 2 = 0 := by linear_combination -h
      have hd : d = 0 := by simpa using hd2
      refine ⟨![0, 1], fun h => by simpa using congrFun h 1, ?_⟩
      ext i
      fin_cases i <;> simp [starkMatrix, Matrix.mulVec, dotProduct, Fin.sum_univ_two, hd]
    · refine ⟨![μ, d], fun h => hμ (by simpa using congrFun h 0), ?_⟩
      ext i
      fin_cases i
      · have h2 : L * μ + d * d = μ * μ := by linear_combination -h
        simpa [starkMatrix, Matrix.mulVec, dotProduct, Fin.sum_univ_two] using h2
      · simp [starkMatrix, Matrix.mulVec, dotProduct, Fin.sum_univ_two, mul_comm]

/-- The upper level is `(L + √(L² + 4d²))/2`. -/
theorem isGreatest_levels (L d : ℝ) :
    IsGreatest (levels L d) ((L + √(L ^ 2 + 4 * d ^ 2)) / 2) := by
  have hs : √(L ^ 2 + 4 * d ^ 2) ^ 2 = L ^ 2 + 4 * d ^ 2 := Real.sq_sqrt (by positivity)
  constructor
  · rw [mem_levels_iff]
    linear_combination hs / 4
  · intro ν hν
    rw [mem_levels_iff] at hν
    have h : (2 * ν - L) ^ 2 ≤ L ^ 2 + 4 * d ^ 2 := by linarith
    have h2 := (le_abs_self _).trans (Real.abs_le_sqrt h)
    linarith

/-- The coupling never pushes the upper level below `L`. -/
theorem le_upper_level {L d μ : ℝ} (hμ : IsGreatest (levels L d) μ) : L ≤ μ := by
  have h : L ^ 2 ≤ L ^ 2 + 4 * d ^ 2 := by linarith [sq_nonneg d]
  have h2 := (le_abs_self _).trans (Real.abs_le_sqrt h)
  rw [hμ.unique (isGreatest_levels L d)]
  linarith

/-- Quadratic Stark shift: for `Z > 0` and Lamb gap `L > 0`, the upper level `μ` in a field
`F` lies above `L` by at most `d²/L` and at least `d²/L - d⁴/L³`, where `d = √3 F/Z`. -/
theorem quadratic_stark_shift {Z F L μ : ℝ} (hZ : 0 < Z) (hL : 0 < L)
    (hμ : IsGreatest (levels L (coupling Z F)) μ) :
    (√3 * F / Z) ^ 2 / L - (√3 * F / Z) ^ 4 / L ^ 3 ≤ μ - L ∧
      μ - L ≤ (√3 * F / Z) ^ 2 / L := by
  rw [coupling_eq hZ] at hμ
  generalize √3 * F / Z = d at hμ ⊢
  have h0 : 0 ≤ μ - L := sub_nonneg.mpr (le_upper_level hμ)
  have h := (mem_levels_iff L d μ).mp hμ.1
  have hup : μ - L ≤ d ^ 2 / L := by
    rw [le_div_iff₀ hL]
    linarith [sq_nonneg (μ - L)]
  refine ⟨?_, hup⟩
  -- insert the upper bound into the square of the shift
  have hsq : (μ - L) ^ 2 ≤ (d ^ 2 / L) ^ 2 := pow_le_pow_left₀ h0 hup 2
  have hq : d ^ 2 / L * L = d ^ 2 := div_mul_cancel₀ _ hL.ne'
  have hlow : d ^ 2 / L - (μ - L) ≤ (d ^ 2 / L) ^ 2 / L := by
    rw [le_div_iff₀ hL]
    linarith
  have he : (d ^ 2 / L) ^ 2 / L = d ^ 4 / L ^ 3 := by ring
  linarith

/-- Linear Stark regime: for `Z > 0` and `L ≥ 0`, the shift of the upper level lies between
`|d| - L/2` and `|d|`, where `d = √3 F/Z`. -/
theorem linear_stark_shift {Z F L μ : ℝ} (hZ : 0 < Z) (hL : 0 ≤ L)
    (hμ : IsGreatest (levels L (coupling Z F)) μ) :
    |√3 * F / Z| - L / 2 ≤ μ - L ∧ μ - L ≤ |√3 * F / Z| := by
  rw [coupling_eq hZ] at hμ
  generalize √3 * F / Z = d at hμ ⊢
  have h0 : 0 ≤ μ - L := sub_nonneg.mpr (le_upper_level hμ)
  have h := (mem_levels_iff L d μ).mp hμ.1
  constructor
  · have h1 : d ^ 2 ≤ (μ - L / 2) ^ 2 := by linarith [sq_nonneg L]
    have h2 := sq_le_sq.mp h1
    rw [abs_of_nonneg (show 0 ≤ μ - L / 2 by linarith)] at h2
    linarith
  · have h1 : (μ - L) ^ 2 ≤ d ^ 2 := by linarith [mul_nonneg hL h0]
    exact (le_abs_self _).trans (sq_le_sq.mp h1)

end

end LambStark
```

```lean
#print axioms LambStark.radial_normalized
-- 'LambStark.radial_normalized' depends on axioms: [propext, Classical.choice, Quot.sound]
#print axioms LambStark.quadratic_stark_shift
-- 'LambStark.quadratic_stark_shift' depends on axioms: [propext, Classical.choice, Quot.sound]
#print axioms LambStark.linear_stark_shift
-- 'LambStark.linear_stark_shift' depends on axioms: [propext, Classical.choice, Quot.sound]
```

## How the lemmas carry the argument

`integral_poly_exp` integrates a polynomial with powers two to five against the squared exponential, using Mathlib's Gamma integral for each power. Integrability comes from the value itself: Lean assigns 0 to the integral of a non-integrable function, and $n!/Z^{n+1}$ is positive.

`radial_normalized` and `radialDipole_eq` bring their integrands into this polynomial form. There `linear_combination` uses the identity for the square-root prefactors, and `field_simp` with `ring` finishes the arithmetic. `angularFactor_eq` reduces the angular integrand to $-u^2/2$, and `coupling_eq` multiplies the factors.

`mem_levels_iff` proves that being a level is equivalent to $\mu(\mu-L)=d^2$. In one direction, combining the two rows of the eigenvector equation shows that $\mu(\mu-L)-d^2$ times each component vanishes, so it must be zero for a non-zero vector. In the other direction the eigenvector is $(\mu,d)$, or $(0,1)$ when $\mu=0$, which forces $d=0$.

`isGreatest_levels` completes the square: any level $\nu$ satisfies $(2\nu-L)^2\le L^2+4d^2$, which bounds it by the larger root. `le_upper_level` then gives $\delta\ge0$.

In `quadratic_stark_shift`, `generalize` replaces $\sqrt3F/Z$ by a plain real $d$. The step `hup` is $\delta\le d^2/L$, `hsq` squares it, and `hlow` inserts the square into the relation for $\delta$. `linear_stark_shift` compares squares with `sq_le_sq`, once for $\mu-L/2$ and once for $\mu-L$.
